# Deleting one upper-shell transition of a coupled four-transition Casida matrix splits its lower doublet

## A doublet that comes out as two levels

Suppose a molecule has a doubly degenerate excited level, and the list of single-particle transitions in a linear-response calculation stops in the middle of a degenerate shell. The computed spectrum can then show two separate levels where there should be one doublet. The gap looks like a physical splitting, but it comes from the place where the list was cut.

A simple example has four transitions in two shells. Their Casida matrix, with \(2\times2\) blocks, is

\[
\begin{pmatrix} aI & cI\\ cI & bI\end{pmatrix},\qquad c\neq 0 .
\]

The diagonal entries \(a\) and \(b\) stand for the squared transition energies of the two shells, including the diagonal part of the Hartree and exchange-correlation kernel. The number \(c\) is the kernel's coupling between a transition and its partner in the other shell, scaled by the transition energies so that it too is an energy squared. Such a pattern arises when the two members of each shell are the two components of an E representation, as in a molecule of \(C_{3v}\) symmetry: different components do not couple, and equal components couple equally.

The eigenvalues are squared excitation energies. In the Tamm–Dancoff approximation the same matrix form holds with energies in place of their squares.

## Levels before and after the cut

Write \(s=\sqrt{(b-a)^2+4c^2}\) and

\[
\lambda_-=\frac{a+b-s}{2},\qquad \lambda_+=\frac{a+b+s}{2}.
\]

For real \(a,b\) and \(c\neq0\), the theorem `window_splits_lower_pair` says:

- The full matrix has \(\lambda_-\) and \(\lambda_+\) as levels of degeneracy 2.
- After the last transition is deleted, \(\lambda_-\), \(a\) and \(\lambda_+\) are levels of degeneracy 1, with \(\lambda_-<a<\lambda_+\).
- The lower gap is \(a-\lambda_-=\tfrac12\bigl(s-(b-a)\bigr)>0\).

The order \(a<b\) is not required. When it holds, \(a\) lies closer to \(\lambda_-\) than to \(\lambda_+\), which is why one speaks of a split lower pair. For \(a>b\) it lies closer to \(\lambda_+\), and the upper pair is the one that appears split. A second theorem, `splitting_lt_second_order`, assumes \(a<b\) and bounds the gap by the perturbative estimate \(c^2/(b-a)\).

In Lean, `casida n a b c` is indexed by `n ⊕ n`, where `Sum.inl i` is a transition of the \(a\)-shell and `Sum.inr i` its partner in the \(b\)-shell. The window is a map `f : m → n` that lists the kept \(b\)-transitions; injectivity means that none is listed twice. The whole \(a\)-shell is always kept. `truncated f a b c` is the resulting submatrix, and `degeneracy` is the dimension of the eigenspace. The map `fun _ : Fin 1 => (0 : Fin 2)` keeps \(b\)-transition 0 and deletes \(b\)-transition 1.

The model takes \(a\), \(b\) and \(c\) as given real numbers and does not derive them from a functional. They do not depend on frequency, as with an adiabatic kernel, and each transition couples to one partner only. Positivity of the eigenvalues, needed for real excitation energies in the squared form, is not assumed.

## The eigenvalue equation, pair by pair

Let \(x_i\) be the amplitudes on the \(a\)-shell and \(y_k\) those on the kept \(b\)-transitions. The eigenvalue equation reads

\[
a x_i+c\,S_i=\mu x_i,\qquad c\,x_{f(k)}+b\,y_k=\mu y_k,
\]

where \(S_i=\sum_{k:\,f(k)=i}y_k\). Since \(f\) is injective, \(S_i\) is the amplitude of the partner of \(i\), or zero if that partner was deleted.

**The roots.** The secular equation \((\mu-a)(\mu-b)=c^2\) is \(\mu^2-(a+b)\mu+ab-c^2=0\). Its discriminant is \((a+b)^2-4ab+4c^2=s^2\), so its roots are \(\lambda_\mp\).

**Their degeneracy.** Let \(\mu\) be a root. Since \(c\ne0\), we have \(\mu\neq a\), and the first equation gives \(x_i=qS_i\) with \(q=c/(\mu-a)\). The \(y_k\) therefore determine the eigenvector. Conversely, any choice of \(y_k\) works: because \(S_{f(k)}=y_k\), the second equation requires \(cq=\mu-b\), which is the secular equation. The degeneracy equals the number of kept \(b\)-transitions.

**The bare value.** Now set \(\mu=a\). The first equation at \(i=f(k)\) gives \(c\,y_k=0\), so \(y_k=0\), and the second then gives \(x_{f(k)}=0\). Conversely, every vector that vanishes on all coupled pairs solves both equations. A nonzero one exists exactly when some \(a\)-transition has lost its partner.

**Four transitions.** With nothing deleted, both roots have degeneracy 2. Deleting \(b\)-transition 1 leaves

\[
\begin{pmatrix} a&0&c\\0&a&0\\c&0&b\end{pmatrix}
\]

in the order \(x_0,x_1,y_0\). Pair 0 still gives \(\lambda_\mp\), once each, and \(x_1\) is left alone at \(a\). The distances are

\[
a-\lambda_-=\frac{s-(b-a)}{2},\qquad \lambda_+-a=\frac{s+(b-a)}{2},
\]

both positive because \(s>|b-a|\).

**The bound.** Let \(\Delta=b-a>0\) and \(\delta=a-\lambda_-=(s-\Delta)/2\). From \(4c^2=s^2-\Delta^2\),

\[
c^2-\Delta\delta=\frac{s^2-\Delta^2-2\Delta s+2\Delta^2}{4}=\frac{(s-\Delta)^2}{4}>0,
\]

and division by \(\Delta\) gives \(\delta<c^2/(b-a)\).

## Numbers for a truncated transition list

Take \(a=9\), \(b=12\) and \(c=2\) in \(\mathrm{eV}^2\). Then \(s=5\), \(\lambda_-=8\) and \(\lambda_+=13\). The full matrix gives excitation energies of 2.83 eV and 3.61 eV, each twice. The truncated one gives 2.83, 3.00 and 3.61 eV. The false splitting is \(1\ \mathrm{eV}^2\) in the eigenvalue, below the estimate \(4/3\ \mathrm{eV}^2\), and about 0.17 eV in the energy.

In a calculation, such a cut can occur when the transitions are sorted by orbital-energy difference and a fixed number is kept, or when the set of virtual orbitals ends between two degenerate ones. An energy threshold can do the same if it falls between two values that differ only through incomplete convergence. Moving the end of the list to the next real gap keeps the shell whole and, in this two-shell model, preserves the doublets.

## Equal shells

For \(a=b\) we have \(s=2|c|\), and the truncated levels are \(a-|c|\), \(a\) and \(a+|c|\). The splitting is then of first order in the coupling. For fixed \(a<b\) it vanishes as \(c\to0\), at least as fast as \(c^2/(b-a)\).

## The Lean file

```lean
import Mathlib

open Matrix

namespace CasidaWindow

noncomputable section

/-- The Casida matrix of two shells of transitions, with diagonal entries `a` and `b`;
each transition of one shell is coupled by `c` to its partner in the other. -/
def casida (n : Type*) [DecidableEq n] (a b c : ℝ) : Matrix (n ⊕ n) (n ⊕ n) ℝ :=
  fromBlocks (a • 1) (c • 1) (c • 1) (b • 1)

/-- The lower root of the two-level problem with diagonal entries `a`, `b` and coupling `c`. -/
def lower (a b c : ℝ) : ℝ := (a + b - √((b - a) ^ 2 + 4 * c ^ 2)) / 2

/-- The upper root of the two-level problem with diagonal entries `a`, `b` and coupling `c`. -/
def upper (a b c : ℝ) : ℝ := (a + b + √((b - a) ^ 2 + 4 * c ^ 2)) / 2

/-- The degeneracy of `μ` as a level of the matrix `M`: the dimension of its eigenspace. -/
def degeneracy {k : Type*} [Fintype k] [DecidableEq k] (M : Matrix k k ℝ) (μ : ℝ) : ℕ :=
  Module.finrank ℝ (Module.End.eigenspace (toLin' M) μ)

variable {n m : Type*} [Fintype n] [DecidableEq n] [Fintype m] [DecidableEq m]
variable {f : m → n} {a b c μ : ℝ}

/-- The Casida matrix in a window that keeps the whole `a`-shell, but only the transitions
of the `b`-shell listed by `f`. -/
def truncated (f : m → n) (a b c : ℝ) : Matrix (n ⊕ m) (n ⊕ m) ℝ :=
  (casida n a b c).submatrix (Sum.map id f) (Sum.map id f)

/-- The two-level secular equation holds exactly at the lower and the upper root. -/
theorem secular_iff : (μ - a) * (μ - b) = c ^ 2 ↔ μ = lower a b c ∨ μ = upper a b c := by
  have hs : √((b - a) ^ 2 + 4 * c ^ 2) ^ 2 = (b - a) ^ 2 + 4 * c ^ 2 :=
    Real.sq_sqrt (by positivity)
  unfold lower upper
  constructor
  · intro h
    rw [← sub_eq_zero, ← sub_eq_zero (a := μ) (b := (a + b + _) / 2), ← mul_eq_zero]
    linear_combination h - hs / 4
  · rintro (h | h) <;> rw [h] <;> linear_combination hs / 4

/-- The Casida eigenvalue equation in a window without repeated transitions,
written out for the amplitudes on the two shells. -/
theorem mem_eigenspace_iff (hf : Function.Injective f) (v : n ⊕ m → ℝ) :
    v ∈ Module.End.eigenspace (toLin' (truncated f a b c)) μ ↔
      (∀ i, a * v (Sum.inl i) + c * (∑ k, if i = f k then v (Sum.inr k) else 0)
        = μ * v (Sum.inl i)) ∧
      ∀ k, c * v (Sum.inl (f k)) + b * v (Sum.inr k) = μ * v (Sum.inr k) := by
  have h1 : ∀ i, (truncated f a b c *ᵥ v) (Sum.inl i) =
      a * v (Sum.inl i) + c * (∑ k, if i = f k then v (Sum.inr k) else 0) := by
    intro i
    simp [truncated, casida, mulVec, dotProduct, Fintype.sum_sum_type, Matrix.one_apply,
      Finset.mul_sum]
  have h2 : ∀ k, (truncated f a b c *ᵥ v) (Sum.inr k) =
      c * v (Sum.inl (f k)) + b * v (Sum.inr k) := by
    intro k
    simp [truncated, casida, mulVec, dotProduct, Fintype.sum_sum_type, Matrix.one_apply,
      hf.eq_iff]
  rw [Module.End.mem_eigenspace_iff, toLin'_apply, funext_iff, Sum.forall]
  simp only [h1, h2, Pi.smul_apply, smul_eq_mul]

/-- For nonzero coupling and distinct kept transitions, the eigenspace at each root of the secular
equation has dimension equal to the number of `b`-transitions kept in the window. -/
theorem degeneracy_truncated (hf : Function.Injective f) (hc : c ≠ 0)
    (hμ : (μ - a) * (μ - b) = c ^ 2) :
    degeneracy (truncated f a b c) μ = Fintype.card m := by
  have hμa : μ - a ≠ 0 := by
    intro h
    rw [h, zero_mul] at hμ
    exact pow_ne_zero 2 hc hμ.symm
  obtain ⟨q, hq⟩ : ∃ q, q * (μ - a) = c := ⟨c / (μ - a), div_mul_cancel₀ c hμa⟩
  have hcq : c * q = μ - b := mul_left_cancel₀ hμa (by linear_combination c * hq - hμ)
  -- an eigenvector is determined by its free amplitudes on the kept `b`-transitions
  let P := (LinearMap.funLeft ℝ ℝ (Sum.inr : m → n ⊕ m)).comp
    (Module.End.eigenspace (toLin' (truncated f a b c)) μ).subtype
  have hP : Function.Bijective P := by
    constructor
    · rw [injective_iff_map_eq_zero]
      rintro ⟨v, hv⟩ h0
      have hr : ∀ k, v (Sum.inr k) = 0 := fun k => congrFun h0 k
      obtain ⟨h1, -⟩ := (mem_eigenspace_iff hf v).mp hv
      apply Subtype.ext
      funext x
      rcases x with i | k
      · have h := h1 i
        simp only [hr, ite_self, Finset.sum_const_zero, mul_zero, add_zero] at h
        have h' : (μ - a) * v (Sum.inl i) = 0 := by linear_combination -h
        exact (mul_eq_zero.mp h').resolve_left hμa
      · exact hr k
    · intro y
      refine ⟨⟨Sum.elim (fun i => q * ∑ k, if i = f k then y k else 0) y,
        (mem_eigenspace_iff hf _).mpr ⟨fun i => ?_, fun k => ?_⟩⟩, rfl⟩
      · simp only [Sum.elim_inl, Sum.elim_inr]
        generalize (∑ k, if i = f k then y k else 0) = S
        linear_combination (-S) * hq
      · have hs : (∑ j, if f k = f j then y j else 0) = y k := by simp [hf.eq_iff]
        simp only [Sum.elim_inl, Sum.elim_inr]
        rw [hs]
        linear_combination y k * hcq
  unfold degeneracy
  rw [(LinearEquiv.ofBijective P hP).finrank_eq, Module.finrank_fintype_fun_eq_card]

/-- For nonzero coupling and distinct kept transitions, the eigenspace at the bare value `a`
consists of the vectors that vanish on every kept `b`-transition and on its partner. -/
theorem bare_iff (hf : Function.Injective f) (hc : c ≠ 0) (v : n ⊕ m → ℝ) :
    v ∈ Module.End.eigenspace (toLin' (truncated f a b c)) a ↔
      ∀ k, v (Sum.inr k) = 0 ∧ v (Sum.inl (f k)) = 0 := by
  rw [mem_eigenspace_iff hf]
  constructor
  · rintro ⟨h1, h2⟩ k
    have hs : (∑ j, if f k = f j then v (Sum.inr j) else 0) = v (Sum.inr k) := by
      simp [hf.eq_iff]
    have h := h1 (f k)
    rw [hs] at h
    have hr : v (Sum.inr k) = 0 := mul_left_cancel₀ hc (by linear_combination h)
    have h' := h2 k
    rw [hr] at h'
    exact ⟨hr, mul_left_cancel₀ hc (by linear_combination h')⟩
  · intro h
    exact ⟨fun i => by simp [fun k => (h k).1], fun k => by simp [(h k).1, (h k).2]⟩

/-- For nonzero coupling and distinct kept transitions, the bare value `a` is an eigenvalue
exactly when the window cuts the `b`-shell. -/
theorem bare_level_iff_cut (hf : Function.Injective f) (hc : c ≠ 0) :
    Module.End.HasEigenvalue (toLin' (truncated f a b c)) a ↔ ¬ Function.Surjective f := by
  constructor
  · intro h hs
    obtain ⟨v, hv⟩ := h.exists_hasEigenvector
    have hb := (bare_iff hf hc v).mp hv.1
    apply hv.2
    funext x
    rcases x with i | k
    · obtain ⟨k, rfl⟩ := hs i
      exact (hb k).2
    · exact (hb k).1
  · intro h
    obtain ⟨i, hi⟩ := not_forall.mp h
    have hk : ∀ k, f k ≠ i := fun k e => hi ⟨k, e⟩
    -- the transition that lost its partner is an eigenvector by itself
    refine Module.End.hasEigenvalue_of_hasEigenvector (x := Pi.single (Sum.inl i) 1)
      ⟨(bare_iff hf hc _).mpr fun k => ?_, fun h0 => ?_⟩
    · simp [hk k]
    · simpa using congrFun h0 (Sum.inl i)

/-- For nonzero coupling, the four-transition Casida matrix has two doubly degenerate levels.
Deleting the last transition leaves three simple levels, the lower root, `a` and the upper root
in increasing order, the first two being split by `(√((b - a)² + 4c²) - (b - a)) / 2`. -/
theorem window_splits_lower_pair (a b : ℝ) (hc : c ≠ 0) :
    (degeneracy (casida (Fin 2) a b c) (lower a b c) = 2 ∧
      degeneracy (casida (Fin 2) a b c) (upper a b c) = 2) ∧
    (degeneracy (truncated (fun _ : Fin 1 => (0 : Fin 2)) a b c) (lower a b c) = 1 ∧
      degeneracy (truncated (fun _ : Fin 1 => (0 : Fin 2)) a b c) a = 1 ∧
      degeneracy (truncated (fun _ : Fin 1 => (0 : Fin 2)) a b c) (upper a b c) = 1) ∧
    a - lower a b c = (√((b - a) ^ 2 + 4 * c ^ 2) - (b - a)) / 2 ∧
    0 < a - lower a b c ∧ a < upper a b c := by
  have hfull : casida (Fin 2) a b c = truncated (id : Fin 2 → Fin 2) a b c := by
    simp [truncated]
  have hf : Function.Injective (fun _ : Fin 1 => (0 : Fin 2)) :=
    Function.injective_of_subsingleton _
  have hl := secular_iff.mpr (Or.inl (rfl : lower a b c = lower a b c))
  have hu := secular_iff.mpr (Or.inr (rfl : upper a b c = upper a b c))
  have hc2 : 0 < c ^ 2 := by positivity
  have h1 : b - a < √((b - a) ^ 2 + 4 * c ^ 2) := Real.lt_sqrt_of_sq_lt (by linarith)
  have h2 : -(b - a) < √((b - a) ^ 2 + 4 * c ^ 2) :=
    Real.lt_sqrt_of_sq_lt (by rw [neg_sq]; linarith)
  refine ⟨⟨?_, ?_⟩, ⟨?_, ?_, ?_⟩, ?_, ?_, ?_⟩
  · rw [hfull, degeneracy_truncated Function.injective_id hc hl, Fintype.card_fin]
  · rw [hfull, degeneracy_truncated Function.injective_id hc hu, Fintype.card_fin]
  · rw [degeneracy_truncated hf hc hl, Fintype.card_fin]
  · -- the eigenspace at `a` is spanned by the transition without a partner
    have h : Module.End.eigenspace
        (toLin' (truncated (fun _ : Fin 1 => (0 : Fin 2)) a b c)) a =
        Submodule.span ℝ {(Pi.single (Sum.inl 1) 1 : Fin 2 ⊕ Fin 1 → ℝ)} := by
      ext v
      rw [bare_iff hf hc, Submodule.mem_span_singleton]
      constructor
      · intro h
        have hv0 : v (Sum.inl 0) = 0 := (h 0).2
        refine ⟨v (Sum.inl 1), ?_⟩
        funext x
        rcases x with i | k
        · fin_cases i <;> simp [hv0]
        · rw [(h k).1]
          simp
      · rintro ⟨r, rfl⟩ k
        simp
    unfold degeneracy
    rw [h]
    refine finrank_span_singleton fun h0 => ?_
    simpa using congrFun h0 (Sum.inl 1)
  · rw [degeneracy_truncated hf hc hu, Fintype.card_fin]
  · unfold lower
    ring
  · unfold lower
    linarith
  · unfold upper
    linarith

/-- For `a < b` and nonzero coupling, the splitting is smaller than the second-order
perturbation estimate `c² / (b - a)`. -/
theorem splitting_lt_second_order (hab : a < b) (hc : c ≠ 0) :
    a - lower a b c < c ^ 2 / (b - a) := by
  have hd : 0 < b - a := sub_pos.mpr hab
  have hc2 : 0 < c ^ 2 := by positivity
  have hs : √((b - a) ^ 2 + 4 * c ^ 2) ^ 2 = (b - a) ^ 2 + 4 * c ^ 2 :=
    Real.sq_sqrt (by positivity)
  have h1 : b - a < √((b - a) ^ 2 + 4 * c ^ 2) := Real.lt_sqrt_of_sq_lt (by linarith)
  rw [lt_div_iff₀ hd]
  unfold lower
  nlinarith [mul_pos (sub_pos.mpr h1) (sub_pos.mpr h1)]

end

end CasidaWindow
```

```lean
#print axioms CasidaWindow.bare_level_iff_cut
#print axioms CasidaWindow.window_splits_lower_pair
#print axioms CasidaWindow.splitting_lt_second_order
```

```
'CasidaWindow.bare_level_iff_cut' depends on axioms: [propext, Classical.choice, Quot.sound]
'CasidaWindow.window_splits_lower_pair' depends on axioms: [propext, Classical.choice, Quot.sound]
'CasidaWindow.splitting_lt_second_order' depends on axioms: [propext, Classical.choice, Quot.sound]
```

## From the amplitude equations to the splitting

`secular_iff` identifies the roots. In one direction it turns the claim into a vanishing product of \(\mu-\lambda_-\) and \(\mu-\lambda_+\); in the other it substitutes each root. Both use `hs`, the statement that the square root squares to \((b-a)^2+4c^2\).

`mem_eigenspace_iff` produces the two amplitude equations. `h1` and `h2` compute the rows of the matrix-vector product, and injectivity enters in `h2`, where `f k` and `f j` must coincide only for equal indices.

`degeneracy_truncated` follows the argument for the roots. It obtains \(q\) from `q * (μ - a) = c` and proves \(cq=\mu-b\) as `hcq`. The linear map `P` sends an eigenvector to its amplitudes \(y_k\). It is injective because \(y=0\) forces \((\mu-a)x_i=0\), and surjective because \(x_i=qS_i\) completes any \(y\) to an eigenvector. The eigenspace therefore has the dimension of the space of functions on `m`.

`bare_iff` carries out the two cancellations of \(c\) at \(\mu=a\). `bare_level_iff_cut` draws the consequence: if `f` is surjective, an eigenvector at \(a\) would vanish everywhere; if not, the unit vector on an unpartnered transition is an eigenvector. Here "cut" includes the removal of the entire \(b\)-shell, which leaves \(aI\) and splits nothing.

`window_splits_lower_pair` treats the full matrix as the window `id` and applies `degeneracy_truncated` four times. For the level \(a\) it shows that the eigenspace is the span of the unit vector on `Sum.inl 1`. The inequalities `h1` and `h2` together say \(s>|b-a|\) and give the order of the levels.

In `splitting_lt_second_order`, the denominator is cleared by `lt_div_iff₀`, and `nlinarith` receives the positive product \((s-\Delta)^2\), the same square that settles the bound above.
